# Two particles with d spin states each have d(d+1)/2 independent symmetric spin states and d(d−1)/2 antisymmetric ones

The theorem `finrank_of_sign` concerns the spins alone of two particles, each with a finite number d of spin states, and the operator that exchanges the two spins. For a number ε with ε² = 1, that is ε = 1 or ε = −1, it states that the eigenspace of the exchange operator for ε has dimension (d² + εd)/2. The attempt shows that half the sum of the identity and ε times the exchange operator is a projector onto this eigenspace. It then tries to equate the dimension with the projector's trace, which follows from the trace d of the exchange operator and the dimension d² of the whole spin space.

The first attempt, which Lean rejects:

```lean
import Mathlib

open Module
open scoped TensorProduct

namespace FinrankOfSign

noncomputable section

/-- The spin space of two particles with `d` spin states each. -/
abbrev SpinPair (d : ℕ) := (Fin d → ℂ) ⊗[ℂ] (Fin d → ℂ)

/-- The operator that exchanges the spins of the two particles, `u ⊗ v ↦ v ⊗ u`. -/
def swap (d : ℕ) : Module.End ℂ (SpinPair d) :=
  (TensorProduct.comm ℂ (Fin d → ℂ) (Fin d → ℂ)).toLinearMap

/-- Exchanging the two spins twice restores the state. -/
theorem swap_swap (d : ℕ) (x : SpinPair d) : swap d (swap d x) = x := by
  induction x using TensorProduct.induction_on with
  | zero => simp
  | tmul u v => simp [swap]
  | add x y hx hy => rw [map_add, map_add, hx, hy]

/-- The trace of the exchange operator is the number `d` of one-particle spin states. -/
theorem trace_swap (d : ℕ) : LinearMap.trace ℂ (SpinPair d) (swap d) = d := by
  let b := (Pi.basisFun ℂ (Fin d)).tensorProduct (Pi.basisFun ℂ (Fin d))
  -- only the product states with equal labels contribute to the diagonal
  have h : ∀ p : Fin d × Fin d,
      LinearMap.toMatrix b b (swap d) p p = if p.1 = p.2 then 1 else 0 := by
    rintro ⟨i, j⟩
    rw [LinearMap.toMatrix_apply]
    by_cases hij : i = j
    · subst hij
      simp [b, swap, Basis.tensorProduct_apply, Basis.tensorProduct_repr_tmul_apply]
    · simp [b, swap, Basis.tensorProduct_apply, Basis.tensorProduct_repr_tmul_apply,
        hij, Ne.symm hij]
  rw [LinearMap.trace_eq_matrix_trace ℂ b, Matrix.trace]
  simp only [Matrix.diag_apply, h, Fintype.sum_prod_type]
  simp

/-- If an operator `S` on a finite-dimensional complex space squares to the identity and `ε² = 1`,
its eigenspace for `ε` has dimension `(dim V + ε tr S) / 2`. -/
theorem finrank_eigenspace_involution {V : Type*} [AddCommGroup V] [Module ℂ V]
    (hV : Module.Finite ℂ V) (S : Module.End ℂ V) (hS : ∀ x, S (S x) = x)
    (ε : ℂ) (hε : ε ^ 2 = 1) :
    (finrank ℂ (Module.End.eigenspace S ε) : ℂ) =
      ((finrank ℂ V : ℂ) + ε * LinearMap.trace ℂ V S) / 2 := by
  have hsq : ∀ y : V, ε • ε • y = y := fun y => by
    rw [smul_smul, ← sq, hε, one_smul]
  -- the (anti)symmetrizer projects onto the eigenspace
  have hproj : LinearMap.IsProj (Module.End.eigenspace S ε)
      ((1 / 2 : ℂ) • (LinearMap.id + ε • S)) := by
    constructor
    · intro x
      rw [Module.End.mem_eigenspace_iff]
      simp only [LinearMap.smul_apply, LinearMap.add_apply, LinearMap.id_apply, map_smul,
        map_add, hS]
      linear_combination (norm := module) (-(1 / 2 : ℂ)) • hsq (S x)
    · intro x hx
      rw [Module.End.mem_eigenspace_iff] at hx
      simp only [LinearMap.smul_apply, LinearMap.add_apply, LinearMap.id_apply, hx]
      linear_combination (norm := module) (1 / 2 : ℂ) • hsq x
  -- the trace of a projector is the dimension of its range
  rw [← hproj.trace, map_smul, map_add, map_smul, LinearMap.trace_id]
  simp only [smul_eq_mul]
  ring

/-- For an exchange sign `ε` with `ε² = 1`, the spin states of that sign form a space of
dimension `(d² + ε d) / 2`. -/
theorem finrank_of_sign (d : ℕ) (ε : ℂ) (hε : ε ^ 2 = 1) :
    (finrank ℂ (Module.End.eigenspace (swap d) ε) : ℂ) = ((d : ℂ) ^ 2 + ε * d) / 2 := by
  have hsq : ∀ y : SpinPair d, ε • ε • y = y := fun y => by
    rw [smul_smul, ← sq, hε, one_smul]
  -- the (anti)symmetrizer projects onto the eigenspace
  have hproj : LinearMap.IsProj (Module.End.eigenspace (swap d) ε)
      ((1 / 2 : ℂ) • (LinearMap.id + ε • swap d)) := by
    constructor
    · intro x
      rw [Module.End.mem_eigenspace_iff]
      simp only [LinearMap.smul_apply, LinearMap.add_apply, LinearMap.id_apply, map_smul,
        map_add, swap_swap]
      linear_combination (norm := module) (-(1 / 2 : ℂ)) • hsq (swap d x)
    · intro x hx
      rw [Module.End.mem_eigenspace_iff] at hx
      simp only [LinearMap.smul_apply, LinearMap.add_apply, LinearMap.id_apply, hx]
      linear_combination (norm := module) (1 / 2 : ℂ) • hsq x
  have hd : finrank ℂ (SpinPair d) = d * d := by
    simp [SpinPair, Module.finrank_tensorProduct]
  -- the trace of a projector is the dimension of its range
  rw [← hproj.trace, map_smul, map_add, map_smul, trace_swap, LinearMap.trace_id, hd]
  push_cast
  simp only [smul_eq_mul]
  ring

end

end FinrankOfSign
```

The compiler's answer:

```
Main.lean:90:8: error(lean.synthInstanceFailed): failed to synthesize instance of type class
  Free ℂ ↥((swap d).eigenspace ε)

Hint: Type class instance resolution failures can be inspected with the `set_option trace.Meta.synthInstance true` command.
Main.lean:71:86: error: unsolved goals
d : ℕ
ε : ℂ
hε : ε ^ 2 = 1
hsq : ∀ (y : SpinPair d), ε • ε • y = y
hproj : LinearMap.IsProj ((swap d).eigenspace ε) ((1 / 2) • (LinearMap.id + ε • swap d))
hd : finrank ℂ (SpinPair d) = d * d
⊢ ↑(finrank ℂ ↥((swap d).eigenspace ε)) = (↑d ^ 2 + ε * ↑d) / 2
```

Cause. To use `hproj.trace`, Lean needs an instance saying that the eigenspace is a free module over ℂ, and the first message says that it found none. Every complex vector space is free, so the mathematics is sound and it is the instance search that fails. The messages don't show where the search breaks off. The same step does compile in `finrank_eigenspace_involution`, where the space is an arbitrary `V` and not the tensor product `SpinPair d`. The second message shows the theorem's goal still unproved, since the rewrite did not go through.

The repair applies that general lemma to `swap d`, so the freeness of this eigenspace no longer has to be found in the tensor product. The lemma takes finite-dimensionality as an explicit argument, which `hfin` supplies from a basis. `hsq` and `hproj` go because the lemma's own proof contains their argument. The new `rw` puts in the lemma's formula, the trace and the dimension. This leaves no scalar multiplication `•` in the goal, so `simp only [smul_eq_mul]` would have nothing to rewrite and would fail if it were kept.

As a diff, the version that Lean accepts:

```diff
@@ -70,25 +70,13 @@
 theorem finrank_of_sign (d : ℕ) (ε : ℂ) (hε : ε ^ 2 = 1) :
     (finrank ℂ (Module.End.eigenspace (swap d) ε) : ℂ) = ((d : ℂ) ^ 2 + ε * d) / 2 := by
-  have hsq : ∀ y : SpinPair d, ε • ε • y = y := fun y => by
-    rw [smul_smul, ← sq, hε, one_smul]
-  -- the (anti)symmetrizer projects onto the eigenspace
-  have hproj : LinearMap.IsProj (Module.End.eigenspace (swap d) ε)
-      ((1 / 2 : ℂ) • (LinearMap.id + ε • swap d)) := by
-    constructor
-    · intro x
-      rw [Module.End.mem_eigenspace_iff]
-      simp only [LinearMap.smul_apply, LinearMap.add_apply, LinearMap.id_apply, map_smul,
-        map_add, swap_swap]
-      linear_combination (norm := module) (-(1 / 2 : ℂ)) • hsq (swap d x)
-    · intro x hx
-      rw [Module.End.mem_eigenspace_iff] at hx
-      simp only [LinearMap.smul_apply, LinearMap.add_apply, LinearMap.id_apply, hx]
-      linear_combination (norm := module) (1 / 2 : ℂ) • hsq x
+  have hfin : Module.Finite ℂ (SpinPair d) :=
+    Module.Finite.of_basis ((Pi.basisFun ℂ (Fin d)).tensorProduct (Pi.basisFun ℂ (Fin d)))
   have hd : finrank ℂ (SpinPair d) = d * d := by
     simp [SpinPair, Module.finrank_tensorProduct]
-  -- the trace of a projector is the dimension of its range
-  rw [← hproj.trace, map_smul, map_add, map_smul, trace_swap, LinearMap.trace_id, hd]
+  have h : (finrank ℂ (Module.End.eigenspace (swap d) ε) : ℂ) =
+      ((finrank ℂ (SpinPair d) : ℂ) + ε * LinearMap.trace ℂ (SpinPair d) (swap d)) / 2 :=
+    finrank_eigenspace_involution (V := SpinPair d) hfin (swap d) (swap_swap d) ε hε
+  rw [h, trace_swap, hd]
   push_cast
-  simp only [smul_eq_mul]
   ring
 
```
